# The quadratic form of the symmetrized static dielectric matrix is the squared norm plus a screening term

For a static, independent-particle response χ₀ built from finitely many states and plane waves, the theorem `quadratic_form` evaluates x†εx for any complex vector x. Here ε = 1 − v^{1/2} χ₀ v^{1/2} is the symmetrized dielectric matrix, with a non-negative interaction v_g that is diagonal in the plane waves, and χ₀ is summed over ordered pairs of states with different energies. The value is the squared norm ∑|x_g|² plus a real screening term: minus the sum, over the same pairs, of (f_n − f_m)/(e_n − e_m) times |∑_g √v_g M_nm(g)* x_g|², where f are the occupations, e the energies and M_nm(g) the plane-wave components of the pair density. The vector need not be normalised; for a unit vector the value is 1 plus the screening term. The proof expands the action of ε on x, cancels the squared norm common to both sides, and compares the remaining sums pair by pair after exchanging the order of summation.

The failing Lean file:

```lean
import Mathlib

open Matrix
open scoped ComplexConjugate NNReal

namespace QuadraticForm

noncomputable section

variable {S G : Type*} [Fintype S] [Fintype G] [DecidableEq G]
variable (e f : S → ℝ) (M : S → S → G → ℂ) (v : G → ℝ≥0)

/-- The occupation difference of two states divided by their energy difference,
meant for states of different energy. -/
def pairWeight (n m : S) : ℝ := (f n - f m) / (e n - e m)

/-- The static independent-particle response in plane waves, summed over all ordered pairs
of states with different energies. -/
def chi0 : Matrix G G ℂ := Matrix.of fun g g' =>
  ∑ p : S × S with e p.1 ≠ e p.2,
    (pairWeight e f p.1 p.2 : ℂ) * M p.1 p.2 g * conj (M p.1 p.2 g')

/-- The symmetrized dielectric matrix: the identity minus the response multiplied
by the square root of the interaction on both sides. -/
def symDielectric : Matrix G G ℂ := 1 - Matrix.of fun g g' =>
  ((Real.sqrt (v g) : ℝ) : ℂ) * ((Real.sqrt (v g') : ℝ) : ℂ) * chi0 e f M g g'

/-- The overlap of a vector `x` with the pair density of two states, weighted by the
square root of the interaction. -/
def pairOverlap (x : G → ℂ) (n m : S) : ℂ :=
  ∑ g, ((Real.sqrt (v g) : ℝ) : ℂ) * conj (M n m g) * x g

/-- The screening term: minus the sum over pairs of different energy of the pair weight
times the squared modulus of the pair overlap. -/
def screening (x : G → ℂ) : ℝ :=
  -∑ p : S × S with e p.1 ≠ e p.2,
    pairWeight e f p.1 p.2 * ‖pairOverlap M v x p.1 p.2‖ ^ 2

/-- The symmetrized dielectric matrix subtracts from `x` a sum over pairs of different energy: the
pair density times the square root of the interaction, the pair weight and the pair overlap with
`x`. -/
theorem symDielectric_mulVec (x : G → ℂ) :
    symDielectric e f M v *ᵥ x = x - fun g => ∑ p : S × S with e p.1 ≠ e p.2,
      (pairWeight e f p.1 p.2 : ℂ) * (((Real.sqrt (v g) : ℝ) : ℂ) * M p.1 p.2 g) *
        pairOverlap M v x p.1 p.2 := by
  unfold symDielectric
  rw [Matrix.sub_mulVec, Matrix.one_mulVec]
  congr 1
  funext g
  simp only [Matrix.mulVec, dotProduct, Matrix.of_apply, chi0, pairOverlap,
    Finset.mul_sum, Finset.sum_mul]
  rw [Finset.sum_comm]
  refine Finset.sum_congr rfl fun p _ => Finset.sum_congr rfl fun g' _ => ?_
  ring

omit [DecidableEq G] in
/-- The product of a complex vector with its own conjugate is the sum of squared moduli. -/
theorem star_dot_self (x : G → ℂ) : star x ⬝ᵥ x = ((∑ g, ‖x g‖ ^ 2 : ℝ) : ℂ) := by
  simp only [dotProduct, Pi.star_apply, Complex.ofReal_sum, Complex.ofReal_pow]
  exact Finset.sum_congr rfl fun g _ => Complex.conj_mul' (x g)

/-- The quadratic form of the symmetrized dielectric matrix is the squared norm of the vector
plus the screening term. -/
theorem quadratic_form (x : G → ℂ) : star x ⬝ᵥ (symDielectric e f M v *ᵥ x) =
    ((∑ g, ‖x g‖ ^ 2 + screening e f M v x : ℝ) : ℂ) := by
  have hover : ∀ p : S × S, ∑ g, conj (x g) * (((Real.sqrt (v g) : ℝ) : ℂ) * M p.1 p.2 g)
      = conj (pairOverlap M v x p.1 p.2) := by
    intro p
    simp only [pairOverlap, map_sum, map_mul, Complex.conj_ofReal, Complex.conj_conj]
    exact Finset.sum_congr rfl fun g _ => by ring
  rw [symDielectric_mulVec, dotProduct_sub, star_dot_self, screening, Complex.ofReal_add,
    Complex.ofReal_neg, ← sub_eq_add_neg, Complex.ofReal_sum]
  congr 1
  simp only [dotProduct, Pi.star_apply, Complex.star_def, Finset.mul_sum]
  -- exchange the sums over plane waves and pairs
  rw [Finset.sum_comm]
  refine Finset.sum_congr rfl fun p _ => ?_
  rw [Complex.ofReal_mul, Complex.ofReal_pow, ← Complex.conj_mul', ← hover p,
    Finset.sum_mul, Finset.mul_sum]
  exact Finset.sum_congr rfl fun g _ => by ring

end

end QuadraticForm
```

The error:

```
Main.lean:77:9: error: typeclass instance problem is stuck
  AddCommMonoid ?m.179

Note: Lean will not try to resolve this typeclass instance problem because the type argument to `AddCommMonoid` is a metavariable. This argument must be fully determined before Lean will try to resolve the typeclass.

Hint: Adding type annotations and supplying implicit arguments to functions can give Lean more information for typeclass resolution. For example, if you have a variable `x` that you intend to be a `Nat`, but Lean reports it as having an unresolved type like `?m`, replacing `x` with `(x : Nat)` can get typeclass resolution un-stuck.
```

Cause. The error is reported at `Finset.sum_congr`, which needs a sum on each side of the goal. The right side was still a real sum cast as a whole to ℂ, so the lemma did not fit, and Lean was left with an undetermined type for which it needed an `AddCommMonoid` instance.

The cast should have been moved inside by `Complex.ofReal_sum`, but that rewrite came too early. `rw` fixes the lemma's arguments at the first match and rewrites only the instances of that one expression. Here the first match was the cast squared norm, which stands on both sides, so the cast screening sum was left untouched. `congr 1` then removed the squared norms, and the later `simp only` does not include `Complex.ofReal_sum`.

The diff moves the rewrite after `congr 1`. By then the screening sum is the only cast sum left, so the rewrite turns it into a complex sum over pairs, and `Finset.sum_congr` applies.

The mended proof, as a diff:

```diff
@@ -70,6 +70,7 @@
     exact Finset.sum_congr rfl fun g _ => by ring
   rw [symDielectric_mulVec, dotProduct_sub, star_dot_self, screening, Complex.ofReal_add,
-    Complex.ofReal_neg, ← sub_eq_add_neg, Complex.ofReal_sum]
+    Complex.ofReal_neg, ← sub_eq_add_neg]
   congr 1
+  rw [Complex.ofReal_sum]
   simp only [dotProduct, Pi.star_apply, Complex.star_def, Finset.mul_sum]
   -- exchange the sums over plane waves and pairs
```
